# Contact value and oscillating tail of the exchange-only pair distribution in the uniform electron gas

For an unpolarised, three-dimensional uniform electron gas at zero temperature, treated at exchange level and with Fermi wavenumber k > 0, the pair distribution at separation r > 0 is

g(r) = 1 − (9/2) j(kr)², where j(x) = (sin x − x cos x)/x³.

It tends to 1/2 as r → 0. At large r, with x = kr, the depth 1 − g of the hole obeys

|x⁴ (1 − g) − (9/4)(1 + cos 2x)| ≤ (9/2)(1/x + 1/x²).

The scaled depth x⁴ (1 − g) therefore follows an oscillation between 0 and 9/2, and has no limit of its own.

"Exchange level" means that the electrons occupy a single determinant of plane waves, in which the wavevectors shorter than k, and no others, are filled for both spins, so that the only correlation between them comes from antisymmetry. The letter k stands for what is usually written k_F. The function j is not a spherical Bessel function: in the usual notation it is j₁(x)/x. The exchange hole is often defined as the negative density n(g − 1), with n the electron density; here the positive quantity 1 − g is used.

## Evaluating and truncating the hole numerically

This g is a reference curve for programs that tabulate the exchange hole, integrate it against a full or screened Coulomb interaction, or sample pair distributions from a determinant of plane waves, provided the system is the uniform gas without Coulomb correlation. Three features matter in an implementation.

**Small separations.** The numerator sin x − x cos x is of order x³/3, but it is the difference of two numbers of order x. The relative rounding error of the closed form then grows like 1/x² as x falls. Below some threshold it is better to use the series

j(x) = 1/3 − x²/30 + x⁴/840 − …

which gives g = 1/2 at x = 0.

**Large separations.** The hole decays as 1/x⁴ with an oscillation of full strength. If the fitting window is shorter than one period, a fit of the form C/x⁴ with constant C gives a coefficient that depends on where the window lies. The average of the scaled tail (9/4)(1 + cos 2x) over one period is 9/4, and the period in r is π/k, which a radial grid has to resolve. The error bound is absolute: at x = 10 it equals 0.495, against a crest height of 4.5. Near the nodes of the tail, where cos x = 0, the leading term vanishes and the relative error is of no use.

**Cutoffs.** Multiplied by the electron density n, the depth 1 − g integrates over all space to one missing electron. If the integral stops at radius R, the missing part is 3/(πkR) to leading order, which is still about a tenth of an electron at kR = 10. A normalisation check should include this remainder or use a much larger radius.

The series, the rounding estimate, the sum rule of one missing electron and the cutoff remainder have no Lean proof here.

## From the Fermi sphere to the tail

The spin-summed one-particle density matrix is a sum of plane waves over the occupied sphere of wavevectors **q**, with a factor 2 for spin:

γ(r) = 2 ∫ exp(i**q**·**r**) d³q/(2π)³, over |**q**| < k.

The integral of the exponential over the directions of **q** is 4π sinc(qr), where sinc(y) = sin(y)/y and sinc(0) = 1. The prefactor becomes 2 · 4π/(8π³) = 1/π², so

γ(r) = (1/π²) ∫₀ᵏ q² sinc(qr) dq.

In this determinant of plane waves, electrons of opposite spin are uncorrelated, and electrons of the same spin have the pair distribution 1 − (γ(r)/γ(0))². In the unpolarised gas each case has weight 1/2, hence

g(r) = 1 − γ(r)²/(2γ(0)²).

**The radial integral.** For r > 0, take

F(q) = [sin(qr) − qr cos(qr)]/r³.

Its derivative is

F′(q) = [r cos(qr) − r cos(qr) + q r² sin(qr)]/r³ = q sin(qr)/r = q² sinc(qr).

Since F(0) = 0, the integral is F(k), and multiplying and dividing by k³ gives

∫₀ᵏ q² sinc(qr) dq = [sin(kr) − kr cos(kr)]/r³ = k³ j(kr).

**The closed form.** At r = 0 the integrand is q², so γ(0) = k³/(3π²), which is the electron density. Then

γ(r)²/(2γ(0)²) = [k⁶ j(kr)²/π⁴] · [9π⁴/(2k⁶)] = (9/2) j(kr)².

**Contact.** The integrand q² sinc(qr) is continuous in q and r together, and the range of q is bounded, so γ is continuous in r. As γ(0) > 0, g is continuous too, and its limit at contact is its value there:

g(0) = 1 − γ(0)²/(2γ(0)²) = 1/2.

**The tail.** With x = kr > 0,

x⁴ (1 − g) = (9/2)(sin x − x cos x)²/x² = (9/2)(cos x − sin x/x)².

Expanding the square gives

(9/2)[cos² x − 2 sin x cos x/x + sin² x/x²].

Now cos² x = (1 + cos 2x)/2 and 2 sin x cos x = sin 2x. Therefore

x⁴ (1 − g) − (9/4)(1 + cos 2x) = (9/2)[sin² x/x² − sin 2x/x].

The first term in the bracket lies between 0 and 1/x², and the second has magnitude at most 1/x. This is the stated bound, and its right-hand side vanishes as x → ∞.

**No limit for the scaled depth.** If x⁴ (1 − g) tended to a number L, the tail (9/4)(1 + cos 2x) would tend to L as well. At the distances r = nπ/k, with n = 0, 1, 2, …, the tail equals 9/2. At r = nπ/k + π/(2k) it equals 0. Both sequences go to infinity, so L would have to be 9/2 and 0 at once.

## Lean source for the hole and its limits

```lean
import Mathlib

open Filter Topology Real

namespace ExchangeHoleTail

noncomputable section

/-- The spin-summed one-particle density matrix of the uniform electron gas at separation `r`:
plane waves summed over the Fermi sphere of radius `k ≥ 0`, after the angular integration. -/
def densityMatrix (k r : ℝ) : ℝ :=
  (1 / π ^ 2) * ∫ q in (0 : ℝ)..k, q ^ 2 * Real.sinc (q * r)

/-- The exchange-only pair distribution of the unpolarised gas, built from the density matrix
and its diagonal value, for `k > 0`. -/
def pairDist (k r : ℝ) : ℝ :=
  1 - densityMatrix k r ^ 2 / (2 * densityMatrix k 0 ^ 2)

/-- The shape function `j(x) = (sin x - x cos x) / x³`, for `x ≠ 0`. -/
def shape (x : ℝ) : ℝ := (sin x - x * cos x) / x ^ 3

/-- The radial integral over the Fermi sphere equals `k³ j(kr)` for positive `k` and `r`. -/
theorem fermi_sphere_integral {k r : ℝ} (hk : 0 < k) (hr : 0 < r) :
    ∫ q in (0 : ℝ)..k, q ^ 2 * Real.sinc (q * r) = k ^ 3 * shape (k * r) := by
  -- an explicit antiderivative of the integrand
  have hd : ∀ q ∈ Set.uIcc 0 k,
      HasDerivAt (fun q : ℝ => (sin (q * r) - q * r * cos (q * r)) / r ^ 3)
        (q ^ 2 * Real.sinc (q * r)) q := by
    intro q _
    have h0 : HasDerivAt (fun q : ℝ => q * r) r q := hasDerivAt_mul_const r
    have h := (h0.sin.fun_sub (h0.fun_mul h0.cos)).div_const (r ^ 3)
    refine h.congr_deriv ?_
    rcases eq_or_ne q 0 with rfl | hq
    · simp
    · rw [Real.sinc_of_ne_zero (mul_ne_zero hq hr.ne')]
      trans q * r ^ 2 * sin (q * r) / r ^ 3
      · ring
      · field_simp
  have hc : Continuous (fun q : ℝ => q ^ 2 * Real.sinc (q * r)) :=
    (continuous_id.pow 2).mul (Real.continuous_sinc.comp (continuous_id.mul continuous_const))
  rw [intervalIntegral.integral_eq_sub_of_hasDerivAt hd (hc.intervalIntegrable 0 k)]
  simp only [shape, zero_mul, sin_zero, sub_zero, zero_div]
  field_simp

/-- At zero separation `densityMatrix k 0` equals `k³ / (3π²)` for every real `k`; for `k ≥ 0` this
is the electron density. -/
theorem densityMatrix_zero (k : ℝ) : densityMatrix k 0 = k ^ 3 / (3 * π ^ 2) := by
  have h : ∫ q in (0 : ℝ)..k, q ^ 2 * Real.sinc (q * 0) = k ^ 3 / 3 := by
    simp only [mul_zero, Real.sinc_zero, mul_one, integral_pow]
    norm_num
  rw [densityMatrix, h]
  ring

/-- For positive `k` and `r` the pair distribution is `1 - (9/2) j(kr)²`. -/
theorem pairDist_eq {k r : ℝ} (hk : 0 < k) (hr : 0 < r) :
    pairDist k r = 1 - 9 / 2 * shape (k * r) ^ 2 := by
  rw [pairDist, densityMatrix_zero, densityMatrix, fermi_sphere_integral hk hr]
  congr 1
  rw [div_eq_iff (by positivity)]
  ring

/-- For positive `k` and `r`, the hole `1 - g` multiplied by `(kr)⁴` is exactly
`(9/2) (cos x - sin x / x)²` with `x = kr`. -/
theorem scaled_hole_eq {k r : ℝ} (hk : 0 < k) (hr : 0 < r) :
    (k * r) ^ 4 * (1 - pairDist k r)
      = 9 / 2 * (cos (k * r) - sin (k * r) / (k * r)) ^ 2 := by
  have hx : k * r ≠ 0 := (mul_pos hk hr).ne'
  rw [pairDist_eq hk hr, sub_sub_cancel, shape]
  generalize k * r = x at hx ⊢
  field_simp
  ring

/-- For positive `k` and `r`, the scaled hole differs from the oscillating tail
`(9/4)(1 + cos 2kr)` by at most `(9/2)(1/(kr) + 1/(kr)²)`. -/
theorem scaled_hole_error {k r : ℝ} (hk : 0 < k) (hr : 0 < r) :
    |(k * r) ^ 4 * (1 - pairDist k r) - 9 / 4 * (1 + cos (2 * (k * r)))|
      ≤ 9 / 2 * (1 / (k * r) + (1 / (k * r)) ^ 2) := by
  have hx : 0 < k * r := mul_pos hk hr
  rw [scaled_hole_eq hk hr]
  generalize k * r = x at hx ⊢
  -- the leading cosine squared cancels against the tail
  have e : 9 / 2 * (cos x - sin x / x) ^ 2 - 9 / 4 * (1 + cos (2 * x))
      = 9 / 2 * (sin x ^ 2 * (1 / x) ^ 2 - sin (2 * x) * (1 / x)) := by
    rw [cos_two_mul, sin_two_mul]
    ring
  rw [e]
  have hu : 0 < 1 / x := by positivity
  have h1 : sin x ^ 2 * (1 / x) ^ 2 ≤ (1 / x) ^ 2 :=
    mul_le_of_le_one_left (sq_nonneg _) (sin_sq_le_one x)
  have h2 : sin (2 * x) * (1 / x) ≤ 1 / x :=
    mul_le_of_le_one_left hu.le (sin_le_one _)
  have h3 : -(1 / x) ≤ sin (2 * x) * (1 / x) := by
    nlinarith [neg_one_le_sin (2 * x)]
  have h4 : 0 ≤ sin x ^ 2 * (1 / x) ^ 2 := by positivity
  have h5 : 0 ≤ (1 / x) ^ 2 := by positivity
  rw [abs_le]
  constructor <;> linarith

/-- For `k > 0` the pair distribution tends to `1/2` as the electrons meet. -/
theorem pairDist_contact {k : ℝ} (hk : 0 < k) :
    Tendsto (pairDist k) (𝓝 0) (𝓝 (1 / 2)) := by
  have h : Continuous (fun p : ℝ × ℝ => p.2 ^ 2 * Real.sinc (p.2 * p.1)) :=
    (continuous_snd.pow 2).mul
      (Real.continuous_sinc.comp (continuous_snd.mul continuous_fst))
  -- the density matrix depends continuously on the separation
  have hc : Continuous (densityMatrix k) :=
    continuous_const.mul
      (intervalIntegral.continuous_parametric_intervalIntegral_of_continuous'
        (f := fun r q : ℝ => q ^ 2 * Real.sinc (q * r)) h 0 k)
  have hg : Continuous (pairDist k) := continuous_const.sub ((hc.pow 2).div_const _)
  have h0 : pairDist k 0 = 1 / 2 := by
    have e : densityMatrix k 0 ^ 2 / (2 * densityMatrix k 0 ^ 2) = 1 / 2 := by
      rw [densityMatrix_zero, div_eq_iff (by positivity)]
      ring
    rw [pairDist, e]
    norm_num
  rw [← h0]
  exact hg.tendsto 0

/-- Exchange hole of the uniform gas with `k > 0`: the pair distribution tends to `1/2` at
contact, and at large distance `(kr)⁴ (1 - g)` approaches `(9/4)(1 + cos 2kr)`. -/
theorem exchange_hole_limits {k : ℝ} (hk : 0 < k) :
    Tendsto (pairDist k) (𝓝 0) (𝓝 (1 / 2)) ∧
    Tendsto (fun r : ℝ => (k * r) ^ 4 * (1 - pairDist k r)
      - 9 / 4 * (1 + cos (2 * (k * r)))) atTop (𝓝 0) := by
  refine ⟨pairDist_contact hk, ?_⟩
  have hx : Tendsto (fun r : ℝ => k * r) atTop atTop := tendsto_id.const_mul_atTop hk
  have hu : Tendsto (fun r : ℝ => 1 / (k * r)) atTop (𝓝 0) := by
    simp only [one_div]
    exact tendsto_inv_atTop_zero.comp hx
  have ha : Tendsto (fun r : ℝ => 9 / 2 * (1 / (k * r) + (1 / (k * r)) ^ 2)) atTop
      (𝓝 (9 / 2 * (0 + 0 ^ 2))) := (hu.add (hu.pow 2)).const_mul (9 / 2)
  rw [show (9 / 2 * (0 + 0 ^ 2) : ℝ) = 0 by norm_num] at ha
  refine squeeze_zero_norm' ?_ ha
  filter_upwards [eventually_gt_atTop 0] with r hr
  rw [Real.norm_eq_abs]
  exact scaled_hole_error hk hr

/-- For `k > 0` the scaled hole `(kr)⁴ (1 - g)` has no limit at large distance. -/
theorem scaled_hole_no_limit {k : ℝ} (hk : 0 < k) :
    ¬ ∃ L : ℝ, Tendsto (fun r : ℝ => (k * r) ^ 4 * (1 - pairDist k r)) atTop (𝓝 L) := by
  rintro ⟨L, hL⟩
  have h := hL.sub (exchange_hole_limits hk).2
  rw [sub_zero] at h
  have hB : Tendsto (fun r : ℝ => 9 / 4 * (1 + cos (2 * (k * r)))) atTop (𝓝 L) :=
    h.congr (fun r => sub_sub_cancel _ _)
  have hp : k * (π / k) = π := by field_simp
  -- distances at the crests and at the nodes of the oscillation
  have ha : Tendsto (fun n : ℕ => (n : ℝ) * (π / k)) atTop atTop :=
    tendsto_natCast_atTop_atTop.atTop_mul_const (by positivity)
  have hb : Tendsto (fun n : ℕ => (n : ℝ) * (π / k) + π / k / 2) atTop atTop :=
    tendsto_atTop_add_const_right _ _ ha
  have e1 : ∀ n : ℕ, 9 / 4 * (1 + cos (2 * (k * ((n : ℝ) * (π / k))))) = 9 / 2 := by
    intro n
    rw [show 2 * (k * ((n : ℝ) * (π / k))) = n * (2 * π) by
      linear_combination (2 * (n : ℝ)) * hp, cos_nat_mul_two_pi]
    norm_num
  have e2 : ∀ n : ℕ, 9 / 4 * (1 + cos (2 * (k * ((n : ℝ) * (π / k) + π / k / 2)))) = 0 := by
    intro n
    rw [show 2 * (k * ((n : ℝ) * (π / k) + π / k / 2)) = n * (2 * π) + π by
      linear_combination (2 * (n : ℝ) + 1) * hp, cos_nat_mul_two_pi_add_pi]
    norm_num
  have l1 : L = 9 / 2 := tendsto_nhds_unique ((hB.comp ha).congr e1) tendsto_const_nhds
  have l2 : L = 0 := tendsto_nhds_unique ((hB.comp hb).congr e2) tendsto_const_nhds
  linarith

end

end ExchangeHoleTail
```

```lean
#print axioms ExchangeHoleTail.exchange_hole_limits
#print axioms ExchangeHoleTail.scaled_hole_no_limit
```

```
'ExchangeHoleTail.exchange_hole_limits' depends on axioms: [propext, Classical.choice, Quot.sound]
'ExchangeHoleTail.scaled_hole_no_limit' depends on axioms: [propext, Classical.choice, Quot.sound]
```

## How the definitions and theorems map to the gas

`densityMatrix k r` is γ(r) in the form it has after the angular integration. `Real.sinc` is the unnormalised function used above, with value 1 at zero. `pairDist k r` is g(r), built from the density matrix and its diagonal value, and `shape` is j. The closed form with j is thus a theorem about `pairDist`, and not its definition.

The hypotheses `hk : 0 < k` and `hr : 0 < r` say that the gas has a nonzero density and that the two electrons are apart. The second matters for the closed form: Lean evaluates 0/0 as 0, so `shape 0` is 0 and not the limiting value 1/3. `pairDist` itself has the right value at r = 0, because it is defined through the integral.

`fermi_sphere_integral` is the radial integral, `densityMatrix_zero` the density, and `pairDist_eq` the closed form of g. `scaled_hole_eq` and `scaled_hole_error` hold at every positive kr, although the bound says little when kr is small.

`exchange_hole_limits` collects the two limits at fixed k. In its first part, `𝓝 0` lets r approach zero from either side; physical separations use only the positive side. In its second part, `atTop` means r → ∞, and the difference between the scaled depth and the oscillating tail tends to zero. `scaled_hole_no_limit` states that no real number L is the limit of the scaled depth alone.

## Antiderivative, continuity and squeeze in the proofs

In `fermi_sphere_integral`, the statement `hd` is the derivative of F. The product and chain rules supply a raw derivative, and `congr_deriv` reduces the rest to showing that it equals the integrand. The point q = 0 is treated separately, since sinc is given there by its value and not by a quotient. The fundamental theorem of calculus then yields F(k) − F(0).

`densityMatrix_zero` integrates q², and `pairDist_eq` substitutes both integrals and cancels the powers of k and π. `scaled_hole_eq` inserts the definition of j and clears denominators, which is allowed because kr is not zero.

In `scaled_hole_error`, the identity `e` is the expansion of the square after the double-angle formulas have removed the leading cosine term. The inequalities `h1` to `h5` bound the two remaining terms, and `linarith` combines them into an upper and a lower estimate.

`pairDist_contact` uses the continuity of an integral that depends on a parameter, and then evaluates g at r = 0. For the second half of `exchange_hole_limits`, the error bound tends to zero and squeezes the difference between the scaled depth and the tail to zero as well. The bound is needed only for r > 0, which holds from some point on as r → ∞.

`scaled_hole_no_limit` subtracts the known limit from the supposed one, so that the tail itself would converge to L. The statements `e1` and `e2` evaluate the tail on the two sequences of distances, and uniqueness of limits gives the contradictory values `l1` and `l2`.

## An infinite gas without Coulomb correlation, in real numbers

For the functions as defined, the closed form and the error bound hold for all positive k and r, and the limits hold for every positive k. A program that computes the same g and violates the bound by more than its total numerical error (rounding, quadrature, interpolation and any sampling noise, all multiplied by x⁴ in the scaled depth) contains a mistake, or uses another convention for k, g or the spin sum.

The step from the many-electron state to `densityMatrix` and `pairDist` is physics supplied in the derivation above, and Lean takes its outcome as definitions. That step includes the plane-wave determinant, the replacement of a sum over discrete wavevectors by an integral, and the average over spin pairs. A simulation cell with a finite number of electrons has a discrete sum and a largest meaningful separation, so its data can follow the tail only over a limited range.

The gas is also unpolarised, at zero temperature and without Coulomb correlation. Correlation changes both the contact value and the behaviour at large distance, so the 1/2 and the 9/4 are reference values for the exchange part alone. The theorems concern real numbers and say nothing about the floating-point evaluation of j, for which the series is the safer route when x is small.
